# Thomas–Fermi screened exchange gives m/m* = 1 − (ar/2π)(ln r + 2 + ln(a/π)) + o(r) in the high-density electron gas

With bare Coulomb exchange, the Hartree–Fock electron gas has an infinite Fermi velocity: the exchange integral over the Fermi surface diverges logarithmically at forward scattering, and the effective mass m* there is zero. I understand that static screening removes the divergence and that at high density, where the density parameter r (the radius, in bohr, of a sphere that holds one electron on average) is small, it leaves

m/m* = 1 − (ar/2π)(ln r + 2 + ln(a/π)) + o(r),

with kF = 1/(ar) the Fermi wavevector in atomic units and a = (4/(9π))^(1/3) for the unpolarised three-dimensional gas. The constants beside the logarithm are easy to get wrong. Can the integral and its limit be derived rigorously, with a machine-checked proof?

## From the Fermi-surface integral to the r ln r term

Yes, for exchange with a static Thomas–Fermi interaction. Use Hartree atomic units and write k for kF. Two states on the Fermi sphere whose directions have angle cosine μ differ by a momentum of square 2k²(1−μ). The squared Thomas–Fermi wavevector is 4k/π, so the interaction is

W(μ) = 4π / (2k²(1−μ) + 4k/π).

The exchange self-energy is minus the integral of the screened interaction over the occupied states p of the same spin, with measure d³p/(2π)³. Its radial derivative at the Fermi surface reduces to a surface integral, because the occupation changes only there. Dividing by the bare velocity k gives

m/m* = 1 + (1/k) · (k²/4π²) ∫ μ W(μ) dμ, with μ from −1 to 1.

**Scaling.** Since 1/k = ar, the denominator of W is k²(2(1−μ) + λ) with λ = 4ar/π. Define

J(λ) = ∫ μ / (2(1−μ) + λ) dμ, with μ from −1 to 1.

The prefactors combine to 1/(πk), so

m/m* = 1 + (ar/π) J(4ar/π).

**Closed form.** Put D = 2(1−μ) + λ, which is positive on the interval when λ > 0. Then μ = (2 + λ − D)/2, and the integrand is

μ/D = −1/2 + (2+λ)/(2D).

An antiderivative is −μ/2 − ((2+λ)/4) ln D. As D runs from 4+λ at μ = −1 to λ at μ = 1,

J(λ) = −1 + (2+λ) ln(1 + 4/λ)/4.

**Sign.** For x > 0, ln(1+x) > 2x/(x+2): both sides vanish at x = 0, and the difference has derivative x²/((1+x)(x+2)²) > 0. With x = 4/λ the right side is 4/(2+λ). Hence (2+λ) ln(1+4/λ) > 4 and J(λ) > 0.

**Weak screening.** Splitting the logarithm gives

J(λ) + (ln λ)/2 = −1 + ((2+λ)/4) ln(4+λ) − (λ ln λ)/4.

As λ → 0+, λ ln λ → 0 and the right side tends to ln 2 − 1. Thus J itself grows like −(ln λ)/2, which is the Hartree–Fock divergence.

**High density.** Insert ln λ = 2 ln 2 + ln(a/π) + ln r. The ln 2 terms cancel, leaving

J(4ar/π) + (ln r + 2 + ln(a/π))/2 → 0 as r → 0+.

Multiplying by ar/π gives the expansion you quote. Although J diverges as r → 0+, its prefactor is proportional to r, so the correction vanishes like r ln r.

**A numerical instance.** Take λ = 0.1, so ar/π = λ/4 = 0.025. With the three-dimensional value a = (4/(9π))^(1/3) ≈ 0.521, this is r ≈ 0.151. The closed form gives

J = −1 + 2.1 · ln 41 / 4 ≈ 0.9496, so m/m* ≈ 1.0237.

The asymptotic form gives

J ≈ −(ln 0.1)/2 + ln 2 − 1 ≈ 0.8444, so m/m* ≈ 1.0211.

## What the theorems say about the electron gas

In the file, `J l` is J(λ), with the real number `l` in the role of λ. `fermiWavevector a r` is 1/(ar), `screenedCoulomb k μ` is W(μ), and `massRatio a r` is the dimensional expression for m/m*, before any rescaling. The theorems about `massRatio` assume only `0 < a`, and `0 < r` where a particular density is meant. The constant a stands for the relation between density and Fermi wavevector; its physical value is the one used above, but the results hold for every positive a.

`J_closed_form` and `J_pos` apply at any positive screening. `J_high_density` says that J(4ar/π) + (ln r + 2 + ln(a/π))/2 tends to zero, with `𝓝[>] 0` meaning that r approaches zero from above. `one_lt_massRatio` says that m/m* > 1 for every r > 0. `massRatio_high_density` expresses the o(r) claim by dividing the remainder by r and showing that the quotient tends to zero.

The divergence is stated as a limit, in `J_unscreened_divergence`, because Lean assigns the value 0 to a non-integrable integral and `J 0` would therefore say nothing physical.

The Fermi-surface formula for m/m* is a definition here, as is the Thomas–Fermi interaction, which extends the long-wavelength static screening to all momentum transfers up to 2kF. An alternative model would define the self-energy as an integral over the Fermi sea and m/m* through its derivative at kF. The surface formula would then become a theorem, requiring a proof that the derivative exists and reduces to the surface term; the analysis of J would stay the same.

For GW work, the result describes the static screened-exchange part of the self-energy in a homogeneous gas, with the screening simplified to the Thomas–Fermi form and without the frequency dependence that also enters the quasiparticle mass. In particular, m* < m at every density is a property of this static model.

```lean
import Mathlib

open Filter Topology Real

namespace ScreenedExchangeMass

noncomputable section

/-- The dimensionless Fermi-surface integral of screened exchange, weighted by the cosine `μ` of the
scattering angle; `l` is the squared screening wavevector divided by the squared Fermi wavevector.
-/
def J (l : ℝ) : ℝ := ∫ μ in (-1 : ℝ)..1, μ / (2 * (1 - μ) + l)

/-- The Fermi wavevector in atomic units at density parameter `r`, with numerical constant `a`. -/
def fermiWavevector (a r : ℝ) : ℝ := 1 / (a * r)

/-- The Thomas-Fermi screened Coulomb interaction between two states on the Fermi sphere of
radius `k` whose directions have angle cosine `μ`, in atomic units. -/
def screenedCoulomb (k μ : ℝ) : ℝ := 4 * π / (2 * k ^ 2 * (1 - μ) + 4 * k / π)

/-- The ratio `m/m*` from screened exchange: one plus the exchange contribution to the Fermi
velocity divided by the bare Fermi velocity. -/
def massRatio (a r : ℝ) : ℝ :=
  1 + 1 / fermiWavevector a r * (fermiWavevector a r ^ 2 / (4 * π ^ 2) *
    ∫ μ in (-1 : ℝ)..1, μ * screenedCoulomb (fermiWavevector a r) μ)

/-- The logarithm in the exchange integral splits into a regular and a singular part. -/
lemma log_split {l : ℝ} (hl : 0 < l) :
    Real.log (1 + 4 / l) = Real.log (4 + l) - Real.log l := by
  have h : 1 + 4 / l = (4 + l) / l := by
    rw [add_div, div_self hl.ne']
    ring
  rw [h, Real.log_div (by positivity) hl.ne']

/-- Closed form of the screened-exchange integral at any positive screening. -/
theorem J_closed_form {l : ℝ} (hl : 0 < l) :
    J l = -1 + (2 + l) * Real.log (1 + 4 / l) / 4 := by
  have hpos : ∀ x ∈ Set.uIcc (-1 : ℝ) 1, 0 < 2 * (1 - x) + l := by
    intro x hx
    rw [Set.uIcc_of_le (by norm_num)] at hx
    linarith [hx.2]
  -- an explicit antiderivative of the integrand
  have hder : ∀ x ∈ Set.uIcc (-1 : ℝ) 1,
      HasDerivAt (fun y : ℝ => -y / 2 - (2 + l) / 4 * Real.log (2 * (1 - y) + l))
        (x / (2 * (1 - x) + l)) x := by
    intro x hx
    have hne := (hpos x hx).ne'
    have h1 : HasDerivAt (fun y : ℝ => 2 * (1 - y) + l) (-2) x :=
      ((((hasDerivAt_id' x).const_sub 1).const_mul (2 : ℝ)).add_const l).congr_deriv
        (by norm_num)
    have h2 := ((hasDerivAt_id' x).fun_neg.div_const 2).fun_sub
      ((h1.log hne).const_mul ((2 + l) / 4))
    refine h2.congr_deriv ?_
    field_simp
    ring
  have hint : IntervalIntegrable (fun x : ℝ => x / (2 * (1 - x) + l))
      MeasureTheory.volume (-1) 1 :=
    (ContinuousOn.div (by fun_prop) (by fun_prop)
      (fun x hx => (hpos x hx).ne')).intervalIntegrable
  have key := intervalIntegral.integral_eq_sub_of_hasDerivAt hder hint
  have e1 : 2 * (1 - (1 : ℝ)) + l = l := by ring
  have e2 : 2 * (1 - (-1 : ℝ)) + l = 4 + l := by ring
  simp only [e1, e2] at key
  rw [J, key, log_split hl]
  ring

/-- The screened-exchange integral is positive at any positive screening. -/
theorem J_pos {l : ℝ} (hl : 0 < l) : 0 < J l := by
  have h := Real.lt_log_one_add_of_pos (x := 4 / l) (by positivity)
  have e : 2 * (4 / l) / (4 / l + 2) = 4 / (2 + l) := by
    rw [div_eq_div_iff (by positivity) (by positivity)]
    field_simp
    ring
  rw [e, div_lt_iff₀ (by positivity)] at h
  rw [J_closed_form hl]
  linarith

/-- For weak screening the integral is `-(ln l)/2 + ln 2 - 1` up to a vanishing remainder. -/
theorem J_weak_screening :
    Tendsto (fun l => J l + Real.log l / 2) (𝓝[>] 0) (𝓝 (Real.log 2 - 1)) := by
  have hc : ContinuousAt
      (fun l : ℝ => -1 + (2 + l) / 4 * Real.log (4 + l) - l * Real.log l / 4) 0 := by
    have h1 : ContinuousAt (fun l : ℝ => Real.log (4 + l)) 0 :=
      ContinuousAt.log (by fun_prop) (by norm_num)
    have h2 : ContinuousAt (fun l : ℝ => l * Real.log l) 0 :=
      Real.continuous_mul_log.continuousAt
    have h3 : ContinuousAt (fun l : ℝ => (2 + l) / 4) 0 := by fun_prop
    exact (continuousAt_const.add (h3.mul h1)).sub (h2.div_const 4)
  have h0 : (-1 + (2 + 0) / 4 * Real.log (4 + 0) - 0 * Real.log 0 / 4 : ℝ)
      = Real.log 2 - 1 := by
    rw [show (4 + 0 : ℝ) = 2 ^ 2 by norm_num, Real.log_pow]
    push_cast
    ring
  have ht := hc.tendsto.mono_left (nhdsWithin_le_nhds (s := Set.Ioi 0))
  rw [h0] at ht
  -- the singular logarithm cancels for positive screening
  refine ht.congr' ?_
  filter_upwards [self_mem_nhdsWithin] with l hl
  have hl' : 0 < l := hl
  rw [J_closed_form hl', log_split hl']
  ring

/-- The exchange integral diverges to plus infinity as the screening is removed. -/
theorem J_unscreened_divergence : Tendsto J (𝓝[>] 0) atTop := by
  have h : Tendsto (fun l : ℝ => -Real.log l / 2) (𝓝[>] 0) atTop :=
    (tendsto_neg_atBot_atTop.comp Real.tendsto_log_nhdsGT_zero).atTop_div_const
      (by norm_num)
  refine (J_weak_screening.add_atTop h).congr ?_
  intro l
  ring

/-- With Thomas-Fermi screening `4ar/π`, the exchange integral is `-(ln r + 2 + ln(a/π))/2` up to a
remainder that vanishes as `r` tends to zero from above. -/
theorem J_high_density {a : ℝ} (ha : 0 < a) :
    Tendsto (fun r => J (4 * a * r / π) + (Real.log r + 2 + Real.log (a / π)) / 2)
      (𝓝[>] 0) (𝓝 0) := by
  have hcont : Continuous (fun r : ℝ => 4 * a * r / π) := by fun_prop
  have hs : Tendsto (fun r : ℝ => 4 * a * r / π) (𝓝[>] 0) (𝓝[>] 0) := by
    refine tendsto_nhdsWithin_iff.mpr
      ⟨(hcont.tendsto' 0 0 (by simp)).mono_left nhdsWithin_le_nhds, ?_⟩
    filter_upwards [self_mem_nhdsWithin] with r hr
    have hr' : 0 < r := hr
    exact Set.mem_Ioi.mpr (by positivity)
  have h := (J_weak_screening.comp hs).sub_const (Real.log 2 - 1)
  rw [sub_self] at h
  refine h.congr' ?_
  filter_upwards [self_mem_nhdsWithin] with r hr
  have hr' : 0 < r := hr
  have hlog : Real.log (4 * a * r / π) = 2 * Real.log 2 + Real.log (a / π) + Real.log r := by
    rw [show 4 * a * r / π = 2 ^ 2 * (a / π) * r by ring,
      Real.log_mul (by positivity) hr'.ne', Real.log_mul (by positivity) (by positivity),
      Real.log_pow]
    push_cast
    ring
  simp only [Function.comp_apply]
  rw [hlog]
  ring

/-- The screened-exchange mass ratio is `1 + (ar/π) J(4ar/π)`. -/
theorem massRatio_eq {a r : ℝ} (ha : 0 < a) (hr : 0 < r) :
    massRatio a r = 1 + a * r / π * J (4 * a * r / π) := by
  have hk : fermiWavevector a r * (a * r) = 1 := by
    unfold fermiWavevector
    exact one_div_mul_cancel (by positivity)
  -- measure all momenta in units of the Fermi wavevector
  have hW : ∀ μ : ℝ, μ * screenedCoulomb (fermiWavevector a r) μ =
      4 * π / fermiWavevector a r ^ 2 * (μ / (2 * (1 - μ) + 4 * a * r / π)) := by
    intro μ
    have h : 2 * fermiWavevector a r ^ 2 * (1 - μ) + 4 * fermiWavevector a r / π =
        fermiWavevector a r ^ 2 * (2 * (1 - μ) + 4 * a * r / π) := by
      linear_combination (-(4 * fermiWavevector a r / π)) * hk
    rw [screenedCoulomb, h, ← mul_div_assoc, mul_comm μ (4 * π), mul_div_mul_comm]
  have hI : ∫ μ in (-1 : ℝ)..1, μ * screenedCoulomb (fermiWavevector a r) μ =
      4 * π / fermiWavevector a r ^ 2 * J (4 * a * r / π) := by
    simp_rw [hW]
    rw [intervalIntegral.integral_const_mul, J]
  rw [massRatio, hI]
  generalize J (4 * a * r / π) = j
  unfold fermiWavevector
  field_simp

/-- Thomas-Fermi screened exchange gives `m/m* > 1` at every density. -/
theorem one_lt_massRatio {a r : ℝ} (ha : 0 < a) (hr : 0 < r) : 1 < massRatio a r := by
  rw [massRatio_eq ha hr]
  have hJ : 0 < J (4 * a * r / π) := J_pos (by positivity)
  have h : 0 < a * r / π * J (4 * a * r / π) := by positivity
  linarith

/-- High-density form of the mass ratio: `m/m* = 1 - (ar/2π)(ln r + 2 + ln(a/π))` with an error
that vanishes faster than `r`. -/
theorem massRatio_high_density {a : ℝ} (ha : 0 < a) :
    Tendsto (fun r => (massRatio a r -
      (1 - a * r / (2 * π) * (Real.log r + 2 + Real.log (a / π)))) / r) (𝓝[>] 0) (𝓝 0) := by
  have h := (J_high_density ha).const_mul (a / π)
  rw [mul_zero] at h
  refine h.congr' ?_
  filter_upwards [self_mem_nhdsWithin] with r hr
  have hr' : 0 < r := hr
  rw [massRatio_eq ha hr', eq_div_iff hr'.ne']
  ring

end

end ScreenedExchangeMass
```

```lean
#print axioms ScreenedExchangeMass.J_unscreened_divergence
#print axioms ScreenedExchangeMass.J_high_density
#print axioms ScreenedExchangeMass.one_lt_massRatio
#print axioms ScreenedExchangeMass.massRatio_high_density
```

```
'ScreenedExchangeMass.J_unscreened_divergence' depends on axioms: [propext, Classical.choice, Quot.sound]
'ScreenedExchangeMass.J_high_density' depends on axioms: [propext, Classical.choice, Quot.sound]
'ScreenedExchangeMass.one_lt_massRatio' depends on axioms: [propext, Classical.choice, Quot.sound]
'ScreenedExchangeMass.massRatio_high_density' depends on axioms: [propext, Classical.choice, Quot.sound]
```

## How the proof follows the calculation

`J_closed_form` is the fundamental theorem of calculus applied to the antiderivative above. `hpos` shows that the denominator is positive on the whole interval, `hder` checks the derivative, and `hint` obtains integrability from continuity. The endpoint values are then combined by `log_split`, which writes ln(1+4/λ) as ln(4+λ) − ln λ.

`J_pos` takes the logarithm inequality from Mathlib as `Real.lt_log_one_add_of_pos`, and the equation `e` simplifies its lower bound to 4/(2+λ).

In `J_weak_screening`, the regular expression for J(λ) + (ln λ)/2 is shown to be continuous at zero, using Mathlib's continuity of x ln x. `h0` evaluates it there as ln 2 − 1. The step with `congr'` then replaces this expression by `J l + Real.log l / 2`, which is needed only for positive `l`. `J_unscreened_divergence` writes J as that convergent sum plus −(ln λ)/2, which tends to infinity.

`J_high_density` composes the weak-screening limit with λ = 4ar/π. `hs` establishes that λ tends to zero through positive values as r does, and `hlog` expands the logarithm so that the constants cancel.

`massRatio_eq` is the change of units. `hk` records that kF · ar = 1, `hW` factors kF² out of the interaction's denominator, and `hI` moves the constant outside the integral. `field_simp` then cancels the remaining prefactors. With this identity, `one_lt_massRatio` follows from `J_pos`.

For `massRatio_high_density`, the limit of J is multiplied by a/π. For r > 0 the result is exactly the remainder divided by r:

(m/m* − [1 − (ar/2π)(ln r + 2 + ln(a/π))]) / r = (a/π) [J(4ar/π) + (ln r + 2 + ln(a/π))/2].

The right side tends to zero, which is the o(r) statement.
